# The photon-number variance of a geometric distribution with mean N is N(N + 1)

The declaration `thermal_variance` concerns the photon number n of a single mode, distributed with the normalised probabilities (1 − q)qⁿ, where q = N/(N + 1) and N is any real number ≥ 0. It states that the series of (n − N)² times these probabilities, taken over all n = 0, 1, 2, …, converges to N(N + 1). As the mean is N, this sum is the variance. The attempt writes (n − N)² as a combination of the binomial coefficient of n + 2 over 2, of n itself and of a constant, and adds up three series whose sums are already known.

An attempt in Lean 4 with a fault in it:

```lean
import Mathlib

open Finset

namespace CavityThermalisation

noncomputable section

/-- Rate of the transition from `n` to `n + 1` photons, for a bath of occupation `N`. -/
def upRate (N : ℝ) (n : ℕ) : ℝ := N * ((n : ℝ) + 1)

/-- Rate of the transition from `n` to `n - 1` photons, for a bath of occupation `N`. -/
def downRate (N : ℝ) (n : ℕ) : ℝ := (N + 1) * (n : ℝ)

/-- Right-hand side of the master equation: gain minus loss of the probability of `n` photons. -/
def masterRate (N : ℝ) (p : ℕ → ℝ) : ℕ → ℝ
  | 0 => downRate N 1 * p 1 - upRate N 0 * p 0
  | n + 1 => upRate N n * p n + downRate N (n + 2) * p (n + 2)
      - (upRate N (n + 1) + downRate N (n + 1)) * p (n + 1)

/-- The geometric photon distribution `(1 - q) q ^ n` with `q = N / (N + 1)`. -/
def thermal (N : ℝ) (n : ℕ) : ℝ := (1 - N / (N + 1)) * (N / (N + 1)) ^ n

/-- The geometric photon distribution is normalised and stationary under the master equation. -/
theorem thermal_normalised_stationary {N : ℝ} (hN : 0 ≤ N) :
    HasSum (thermal N) 1 ∧ ∀ n, masterRate N (thermal N) n = 0 := by
  have hpos : 0 < N + 1 := by positivity
  have h0 : 0 ≤ N / (N + 1) := by positivity
  have h1 : N / (N + 1) < 1 := by rw [div_lt_one hpos]; linarith
  constructor
  · have hs := (hasSum_geometric_of_lt_one h0 h1).mul_left (1 - N / (N + 1))
    rw [mul_inv_cancel₀ (sub_pos.2 h1).ne'] at hs
    exact hs
  · intro n
    have hq : (N + 1) * (N / (N + 1)) = N := mul_div_cancel₀ N hpos.ne'
    cases n with
    | zero =>
      simp only [masterRate, upRate, downRate, thermal]
      generalize N / (N + 1) = q at hq ⊢
      push_cast
      linear_combination (1 - q) * hq
    | succ k =>
      simp only [masterRate, upRate, downRate, thermal]
      generalize N / (N + 1) = q at hq ⊢
      push_cast
      linear_combination (1 - q) * q ^ k * (((k : ℝ) + 2) * q - (k + 1)) * hq

/-- The mean photon number of the geometric distribution is `N`. -/
theorem thermal_mean {N : ℝ} (hN : 0 ≤ N) :
    HasSum (fun n : ℕ => (n : ℝ) * thermal N n) N := by
  have hpos : 0 < N + 1 := by positivity
  have h0 : 0 ≤ N / (N + 1) := by positivity
  have hq : ‖N / (N + 1)‖ < 1 := by
    rw [Real.norm_eq_abs, abs_of_nonneg h0, div_lt_one hpos]; linarith
  have h1q : 1 - N / (N + 1) = 1 / (N + 1) := by
    rw [eq_div_iff hpos.ne', sub_mul, div_mul_cancel₀ _ hpos.ne']; ring
  have hs := (hasSum_coe_mul_geometric_of_norm_lt_one hq).mul_left (1 - N / (N + 1))
  have e : (1 - N / (N + 1)) * (N / (N + 1) / (1 - N / (N + 1)) ^ 2) = N := by
    rw [h1q]; field_simp
  rw [e] at hs
  have hf : (fun n : ℕ => (n : ℝ) * thermal N n)
      = fun n : ℕ => (1 - N / (N + 1)) * ((n : ℝ) * (N / (N + 1)) ^ n) := by
    funext n; simp only [thermal]; ring
  rw [hf]
  exact hs

/-- The photon-number variance of the geometric distribution is `N (N + 1)`. -/
theorem thermal_variance {N : ℝ} (hN : 0 ≤ N) :
    HasSum (fun n : ℕ => ((n : ℝ) - N) ^ 2 * thermal N n) (N * (N + 1)) := by
  have hpos : 0 < N + 1 := by positivity
  have h0 : 0 ≤ N / (N + 1) := by positivity
  have hq : ‖N / (N + 1)‖ < 1 := by
    rw [Real.norm_eq_abs, abs_of_nonneg h0, div_lt_one hpos]; linarith
  have h1q : 1 - N / (N + 1) = 1 / (N + 1) := by
    rw [eq_div_iff hpos.ne', sub_mul, div_mul_cancel₀ _ hpos.ne']; ring
  -- expand the square in binomial coefficients, whose geometric sums are known
  have hA := (hasSum_choose_mul_geometric_of_norm_lt_one 2 hq).mul_left (2 * (1 - N / (N + 1)))
  have e : 2 * (1 - N / (N + 1)) * (1 / (1 - N / (N + 1)) ^ (2 + 1)) = 2 * (N + 1) ^ 2 := by
    rw [h1q]; field_simp
  rw [e] at hA
  have hB := (thermal_mean hN).mul_left (-(3 + 2 * N))
  have hC := (thermal_normalised_stationary hN).1.mul_left (N ^ 2 - 2)
  have key : HasSum (fun n : ℕ =>
      2 * (1 - N / (N + 1)) * (((n + 2).choose 2 : ℕ) * (N / (N + 1)) ^ n)
        + -(3 + 2 * N) * ((n : ℝ) * thermal N n) + (N ^ 2 - 2) * thermal N n)
      (2 * (N + 1) ^ 2 + -(3 + 2 * N) * N + (N ^ 2 - 2) * 1) := (hA.add hB).add hC
  convert key using 1
  · funext n
    rw [Nat.cast_choose_two]
    simp only [thermal]
    generalize N / (N + 1) = q
    push_cast
    ring
  · ring

end

end CavityThermalisation
```

The error:

```
Main.lean:78:90: error: unsolved goals
N : ℝ
hN : 0 ≤ N
hpos : 0 < N + 1
h0 : 0 ≤ N / (N + 1)
hq : ‖N / (N + 1)‖ < 1
h1q : 1 - N / (N + 1) = 1 / (N + 1)
hA :
  HasSum (fun i => 2 * (1 - N / (N + 1)) * (↑((i + 2).choose 2) * (N / (N + 1)) ^ i))
    (2 * (1 - N / (N + 1)) * (1 / (1 - N / (N + 1)) ^ (2 + 1)))
⊢ 1 = (N + 1) ^ 3 * (1 / (N + 1)) ^ (2 + 1)
```

What went wrong. The error lies in the auxiliary equation `e`, which simplifies the sum of the binomial series. After `rw [h1q]` its left side contains `(1 / (N + 1)) ^ (2 + 1)`. `field_simp` clears the other fractions but leaves this power whole, because its exponent is the unevaluated sum `2 + 1` and not a numeral. The same two steps succeed in `thermal_mean`, where the exponent is `2`. The goal that remains is true, but no tactic follows to prove it, so Lean reports it as unsolved.

The repair removes the obstacle before `field_simp` runs. `one_div_pow` turns the power of the fraction into `1 / (N + 1) ^ (2 + 1)`, and `one_div_one_div` reduces the reciprocal of that to `(N + 1) ^ (2 + 1)`. `pow_succ (N + 1) 2` then splits this into `(N + 1) ^ 2 * (N + 1)`, so that the sum in the exponent is gone. `field_simp` now has only to cancel one factor `N + 1`, and it closes the goal. Putting `field_simp` on its own line is mere tidying.

As a diff, the version that Lean accepts:

```diff
@@ -77,5 +77,6 @@
   have hA := (hasSum_choose_mul_geometric_of_norm_lt_one 2 hq).mul_left (2 * (1 - N / (N + 1)))
   have e : 2 * (1 - N / (N + 1)) * (1 / (1 - N / (N + 1)) ^ (2 + 1)) = 2 * (N + 1) ^ 2 := by
-    rw [h1q]; field_simp
+    rw [h1q, one_div_pow, one_div_one_div, pow_succ (N + 1) 2]
+    field_simp
   rw [e] at hA
   have hB := (thermal_mean hN).mul_left (-(3 + 2 * N))
```
